# The relativistic local exchange factor, transverse interaction included, is positive at Fermi momentum 2mc and negative at 3mc

In the local density approximation, the exchange energy density of an unpolarised electron gas is its nonrelativistic value times a relativistic correction factor. With both the Coulomb and the retarded transverse interaction included, this factor is 1 − (3/2)R(b)², where R(b) = (b√(1 + b²) − arsinh b)/b² and b is the Fermi momentum in units of mc. The file takes this formula as a definition and does not derive it from a model of the electrons. The failing theorem, `exchangeFactor_two_three`, states that the factor is positive at b = 2 and negative at b = 3.

The proof bounds the square roots numerically and uses arsinh 2 ≥ log 4 and arsinh 3 ≤ log 8 to get R(2) < 4/5 and R(3) > 0.82. An earlier lemma supplies R(2) > 0, and these bounds settle the two signs.

An attempt in Lean 4 with a fault in it:

```lean
import Mathlib

open Filter Topology Set

namespace RelativisticLocalExchange

noncomputable section

/-- The ratio `(b √(1 + b²) - arsinh b) / b²`, where `b` is the Fermi momentum in units
of `m c`. -/
def exchangeRatio (b : ℝ) : ℝ := (b * √(1 + b ^ 2) - Real.arsinh b) / b ^ 2

/-- The relativistic correction factor of the local exchange energy as a function of the
Fermi momentum `b` in units of `m c`. -/
def exchangeFactor (b : ℝ) : ℝ := 1 - 3 / 2 * exchangeRatio b ^ 2

/-- The derivative of the relativistic energy `√(1 + b²)` with respect to momentum is the
velocity `b / √(1 + b²)`. -/
theorem hasDerivAt_energy (b : ℝ) :
    HasDerivAt (fun x : ℝ => √(1 + x ^ 2)) (b / √(1 + b ^ 2)) b := by
  have h : HasDerivAt (fun x : ℝ => 1 + x ^ 2) (2 * b) b := by
    simpa using (hasDerivAt_pow 2 b).const_add 1
  have hne : (1 : ℝ) + b ^ 2 ≠ 0 := by positivity
  exact (h.sqrt hne).congr_deriv (mul_div_mul_left b _ two_ne_zero)

/-- At positive momentum the velocity `b / √(1 + b²)` is smaller than the rapidity
`arsinh b`. -/
theorem velocity_lt_rapidity {b : ℝ} (hb : 0 < b) :
    b / √(1 + b ^ 2) < Real.arsinh b := by
  -- the difference of the two has derivative x² / (1 + x²)^(3/2)
  have hd : ∀ x : ℝ, HasDerivAt (fun x : ℝ => Real.arsinh x - x / √(1 + x ^ 2))
      (x ^ 2 / √(1 + x ^ 2) ^ 3) x := by
    intro x
    have hs : √(1 + x ^ 2) ≠ 0 := (Real.sqrt_pos.mpr (by positivity)).ne'
    have hi := mul_inv_cancel₀ hs
    have h := (Real.hasDerivAt_arsinh x).fun_sub
      ((hasDerivAt_id' x).fun_div (hasDerivAt_energy x) hs)
    refine h.congr_deriv ?_
    linear_combination (-(√(1 + x ^ 2))⁻¹) * hi
  have hmono : StrictMonoOn (fun x : ℝ => Real.arsinh x - x / √(1 + x ^ 2)) (Ici 0) := by
    apply strictMonoOn_of_deriv_pos (convex_Ici 0)
    · exact fun x _ => (hd x).continuousAt.continuousWithinAt
    · intro x hx
      rw [interior_Ici] at hx
      have hx' : 0 < x := hx
      rw [(hd x).deriv]
      positivity
  have h0 := hmono (mem_Ici.mpr le_rfl) (mem_Ici.mpr hb.le) hb
  simp only [Real.arsinh_zero, zero_div, sub_zero] at h0
  linarith

/-- At positive momentum, the rapidity does not exceed the momentum, and the exchange ratio is
positive and smaller than the momentum. -/
theorem exchangeRatio_bounds {b : ℝ} (hb : 0 < b) :
    Real.arsinh b ≤ b ∧ 0 < exchangeRatio b ∧ exchangeRatio b < b := by
  have hA : Real.arsinh b ≤ b := by
    have h := Real.self_le_sinh_iff.mpr (Real.arsinh_nonneg_iff.mpr hb.le)
    rwa [Real.sinh_arsinh] at h
  have h1 : 1 < √(1 + b ^ 2) :=
    (Real.lt_sqrt zero_le_one).mpr (by nlinarith [pow_pos hb 2])
  have hi := mul_inv_cancel₀ (by linarith : 0 < √(1 + b ^ 2)).ne'
  have hs := Real.sq_sqrt (by positivity : 0 ≤ 1 + b ^ 2)
  refine ⟨hA, div_pos ?_ (by positivity), ?_⟩
  · have := mul_lt_mul_of_pos_left h1 hb
    linarith
  · have e : b * √(1 + b ^ 2) - b / √(1 + b ^ 2) = b ^ 3 / √(1 + b ^ 2) := by
      linear_combination b * ((√(1 + b ^ 2))⁻¹ * hs - √(1 + b ^ 2) * hi)
    have h3 : b ^ 3 / √(1 + b ^ 2) ≤ b ^ 3 := div_le_self (by positivity) h1.le
    have hv := velocity_lt_rapidity hb
    unfold exchangeRatio
    rw [div_lt_iff₀ (by positivity)]
    linarith [show b * b ^ 2 = b ^ 3 by ring]

/-- The exchange factor is positive at Fermi momentum `2 m c` and negative at `3 m c`. -/
theorem exchangeFactor_two_three : 0 < exchangeFactor 2 ∧ exchangeFactor 3 < 0 := by
  constructor
  · have hs : √(1 + (2 : ℝ) ^ 2) < 2.24 :=
      (Real.sqrt_lt' (by norm_num)).mpr (by norm_num)
    have hs' : 2 ≤ √(1 + (2 : ℝ) ^ 2) := (Real.le_sqrt' (by norm_num)).mpr (by norm_num)
    have h4 : Real.log 4 = 2 * Real.log 2 := by
      rw [show (4 : ℝ) = 2 ^ 2 by norm_num, Real.log_pow, Nat.cast_ofNat]
    have hA : Real.log 4 ≤ Real.arsinh 2 := by
      unfold Real.arsinh
      exact Real.log_le_log (by norm_num) (by linarith)
    have hg : exchangeRatio 2 < 4 / 5 := by
      unfold exchangeRatio
      rw [div_lt_iff₀ (by norm_num)]
      linarith [Real.log_two_gt_d9]
    have hp := (exchangeRatio_bounds (b := 2) (by norm_num)).2.1
    unfold exchangeFactor
    nlinarith
  · have hs : 3.16 < √(1 + (3 : ℝ) ^ 2) :=
      (Real.lt_sqrt (by norm_num)).mpr (by norm_num)
    have hs' : √(1 + (3 : ℝ) ^ 2) < 5 := (Real.sqrt_lt' (by norm_num)).mpr (by norm_num)
    have h8 : Real.log 8 = 3 * Real.log 2 := by
      rw [show (8 : ℝ) = 2 ^ 3 by norm_num, Real.log_pow, Nat.cast_ofNat]
    have hA : Real.arsinh 3 ≤ Real.log 8 := by
      unfold Real.arsinh
      exact Real.log_le_log (by linarith) (by linarith)
    have hg : 0.82 < exchangeRatio 3 := by
      unfold exchangeRatio
      rw [lt_div_iff₀ (by norm_num)]
      linarith [Real.log_two_lt_d9]
    unfold exchangeFactor
    nlinarith

end

end RelativisticLocalExchange
```

The compiler's answer:

```
Main.lean:99:32: error: linarith failed to find a contradiction
hs : 3.16 < √(1 + 3 ^ 2)
hs' : √(1 + 3 ^ 2) < 5
h8 : Real.log 8 = 3 * Real.log 2
a✝ : 3 + √(1 + 3 ^ 2) ≤ 0
⊢ False
failed
```

Cause. The error is at the first `linarith` in the proof of `hA` for b = 3, which must show `0 < 3 + √(1 + 3 ^ 2)`, the positivity that `Real.log_le_log` asks for. On paper `hs` is enough, but `linarith` does not manage to combine it with the negated goal. Because `hs` contains the decimal `3.16`, `linarith` first clears its denominator, and that step also evaluates numerals, turning `√(1 + 3 ^ 2)` into `√10`. The negated goal has no fraction or decimal, so it keeps `√(1 + 3 ^ 2)`. `linarith` then treats the two roots as unrelated quantities.

The cure is `positivity`, which needs no hypothesis: 3 is positive and a square root is nonnegative, so the sum is positive.

Writing `3.16` as `79 / 25` and `0.82` as `41 / 50` is mere tidying. The values are the same, and a fraction in `hs` would trigger the same clearing of denominators.

This version goes through:

```diff
@@ -90,5 +90,5 @@
     unfold exchangeFactor
     nlinarith
-  · have hs : 3.16 < √(1 + (3 : ℝ) ^ 2) :=
+  · have hs : 79 / 25 < √(1 + (3 : ℝ) ^ 2) :=
       (Real.lt_sqrt (by norm_num)).mpr (by norm_num)
     have hs' : √(1 + (3 : ℝ) ^ 2) < 5 := (Real.sqrt_lt' (by norm_num)).mpr (by norm_num)
@@ -97,6 +97,6 @@
     have hA : Real.arsinh 3 ≤ Real.log 8 := by
       unfold Real.arsinh
-      exact Real.log_le_log (by linarith) (by linarith)
-    have hg : 0.82 < exchangeRatio 3 := by
+      exact Real.log_le_log (by positivity) (by linarith)
+    have hg : 41 / 50 < exchangeRatio 3 := by
       unfold exchangeRatio
       rw [lt_div_iff₀ (by norm_num)]
```
